# With two or more oscillator levels, the quantum Rabi Hamiltonian conserves parity at every coupling and excitation number only at zero coupling

## A two-level system and a truncated oscillator

The two-level system has basis states up and down, with indices 0 and 1. The oscillator keeps the $N$ levels $0,\dots,N-1$. A basis state of the combined system is a pair (spin, level), so operators are complex matrices indexed by `Fin 2 × Fin N`, and `⊗ₖ` is the Kronecker product. Units have $\hbar=1$, and the zero-point energy is omitted.

In Lean 4 with Mathlib:

```lean
import Mathlib

open Matrix
open scoped Kronecker

namespace QuantumRabiSymmetry

noncomputable section
```

The Pauli matrix $Z$ is $+1$ on up and $-1$ on down.

```lean
/-- The Pauli matrix Z of the two-level system. -/
def pauliZ : Matrix (Fin 2) (Fin 2) ℂ := !![1, 0; 0, -1]
```

The matrix $X$ exchanges up and down.

```lean
/-- The Pauli matrix X of the two-level system. -/
def pauliX : Matrix (Fin 2) (Fin 2) ℂ := !![0, 1; 1, 0]
```

It is the sum of two one-way flips. The first, $\sigma_+$, takes down to up.

```lean
/-- The spin raising operator. -/
def spinRaise : Matrix (Fin 2) (Fin 2) ℂ := !![0, 1; 0, 0]
```

The second, $\sigma_-$, takes up to down.

```lean
/-- The spin lowering operator. -/
def spinLower : Matrix (Fin 2) (Fin 2) ℂ := !![0, 0; 1, 0]
```

With rows and columns numbered from zero, the annihilation operator $a$ has elements $a_{ij}=\sqrt{j}$ if $i+1=j$, and zero otherwise. Its conjugate transpose $a^\dagger$, written `(lower N)ᴴ`, gives zero on the highest retained level.

```lean
/-- The annihilation operator of the oscillator truncated to `N` levels. -/
def lower (N : ℕ) : Matrix (Fin N) (Fin N) ℂ :=
  Matrix.of fun i j => if (i : ℕ) + 1 = (j : ℕ) then ((Real.sqrt ((j : ℕ) : ℝ) : ℝ) : ℂ) else 0
```

The number operator $n$ is diagonal, with entries $0,\dots,N-1$.

```lean
/-- The number operator of the truncated oscillator. -/
def number (N : ℕ) : Matrix (Fin N) (Fin N) ℂ := Matrix.diagonal fun k => ((k : ℕ) : ℂ)
```

The oscillator parity $\Pi=(-1)^n$ is diagonal too, with alternating signs.

```lean
/-- The oscillator parity `(-1)^n`. -/
def fieldParity (N : ℕ) : Matrix (Fin N) (Fin N) ℂ := Matrix.diagonal fun k => (-1) ^ (k : ℕ)
```

The total parity is $P=Z\otimes\Pi$. States with $P=+1$ are called even and those with $P=-1$ odd.

```lean
/-- The total parity `Z (-1)^n`. -/
def parity (N : ℕ) : Matrix (Fin 2 × Fin N) (Fin 2 × Fin N) ℂ := pauliZ ⊗ₖ fieldParity N
```

The excitation number is $K=n+Z/2$. It differs by the constant $1/2$ from the count that assigns 0 to down and 1 to up.

```lean
/-- The excitation number `n + Z/2`. -/
def excitation (N : ℕ) : Matrix (Fin 2 × Fin N) (Fin 2 × Fin N) ℂ :=
  (1 : Matrix (Fin 2) (Fin 2) ℂ) ⊗ₖ number N
    + (1 / 2 : ℂ) • (pauliZ ⊗ₖ (1 : Matrix (Fin N) (Fin N) ℂ))
```

The Rabi Hamiltonian is

$$H=w\,n+D\,Z+g\,X(a+a^\dagger),$$

where $w$ is the oscillator frequency, $2D$ the splitting of the two-level system and $g$ the coupling strength. The theorems hold for all real values of the three. The physical names used here and below, including "counter-rotating", refer to the usual case $w>0$ and $D>0$, in which up is the upper level of the two-level system.

```lean
/-- The quantum Rabi Hamiltonian `w n + D Z + g X (a + a†)`. -/
def rabi (N : ℕ) (w D g : ℝ) : Matrix (Fin 2 × Fin N) (Fin 2 × Fin N) ℂ :=
  (w : ℂ) • ((1 : Matrix (Fin 2) (Fin 2) ℂ) ⊗ₖ number N)
    + (D : ℂ) • (pauliZ ⊗ₖ (1 : Matrix (Fin N) (Fin N) ℂ))
    + (g : ℂ) • (pauliX ⊗ₖ (lower N + (lower N)ᴴ))
```

The Jaynes–Cummings Hamiltonian keeps only the coupling terms in which one subsystem gains a quantum while the other loses one:

$$H_{\rm JC}=w\,n+D\,Z+g(\sigma_+a+\sigma_-a^\dagger).$$

```lean
/-- The Jaynes-Cummings Hamiltonian `w n + D Z + g (σ₊ a + σ₋ a†)`. -/
def jaynesCummings (N : ℕ) (w D g : ℝ) : Matrix (Fin 2 × Fin N) (Fin 2 × Fin N) ℂ :=
  (w : ℂ) • ((1 : Matrix (Fin 2) (Fin 2) ℂ) ⊗ₖ number N)
    + (D : ℂ) • (pauliZ ⊗ₖ (1 : Matrix (Fin N) (Fin N) ℂ))
    + (g : ℂ) • (spinRaise ⊗ₖ lower N + spinLower ⊗ₖ (lower N)ᴴ)
```

## Ladder operators shift the excitation number

The matrix $a$ vanishes away from the diagonal just above the main one.

```lean
/-- The annihilation operator only connects a level to the one directly below it. -/
theorem lower_eq_zero {N : ℕ} {i j : Fin N} (h : (i : ℕ) + 1 ≠ (j : ℕ)) : lower N i j = 0 := by
  simp [lower, h]
```

Since $n$ is diagonal, $[n,a]_{ij}=(i-j)a_{ij}$. Where $a_{ij}\neq0$, $i-j=-1$. For the adjoint, the nonzero elements have $i-j=+1$. Hence

$$[n,a]=-a,\qquad [n,a^\dagger]=a^\dagger .$$

Both relations hold exactly after truncation, whereas $[a,a^\dagger]=1$ fails for every $N\ge1$: the commutator has trace 0 and the identity has trace $N$. The proof compares matrix elements, separating the neighbouring levels from the rest.

```lean
/-- The operators `a` and `a†` change the oscillator number by -1 and +1. -/
theorem number_ladder (N : ℕ) :
    number N * lower N = lower N * number N + (-1 : ℂ) • lower N ∧
    number N * (lower N)ᴴ = (lower N)ᴴ * number N + (1 : ℂ) • (lower N)ᴴ := by
  constructor
  · ext i j
    rw [Matrix.add_apply, Matrix.smul_apply, number, Matrix.diagonal_mul, Matrix.mul_diagonal,
      smul_eq_mul]
    by_cases h : (i : ℕ) + 1 = (j : ℕ)
    · have hc : ((j : ℕ) : ℂ) = ((i : ℕ) : ℂ) + 1 := by exact_mod_cast h.symm
      linear_combination (-(lower N i j)) * hc
    · rw [lower_eq_zero h]; ring
  · ext i j
    rw [Matrix.add_apply, Matrix.smul_apply, number, Matrix.diagonal_mul, Matrix.mul_diagonal,
      smul_eq_mul, Matrix.conjTranspose_apply]
    by_cases h : (j : ℕ) + 1 = (i : ℕ)
    · have hc : ((i : ℕ) : ℂ) = ((j : ℕ) : ℂ) + 1 := by exact_mod_cast h.symm
      linear_combination (star (lower N j i)) * hc
    · rw [lower_eq_zero h, star_zero]; ring
```

For the spin, multiplying the $2\times2$ matrices gives $[Z,\sigma_\pm]=\pm2\sigma_\pm$, so $\sigma_\pm$ shifts $Z/2$ by $\pm1$. The code checks all four entries of each identity.

```lean
/-- The spin ladder operators change `Z` by +2 and -2. -/
theorem spin_ladder :
    pauliZ * spinRaise = spinRaise * pauliZ + (2 * 1 : ℂ) • spinRaise ∧
    pauliZ * spinLower = spinLower * pauliZ + (2 * (-1) : ℂ) • spinLower := by
  constructor <;> ext i j <;> fin_cases i <;> fin_cases j <;>
    simp [pauliZ, spinRaise, spinLower, Matrix.mul_apply, Fin.sum_univ_succ] <;> norm_num
```

Now let $S$ act on the spin with $[Z,S]=2sS$, and let $B$ act on the oscillator with $[n,B]=bB$. Then

$$[K,S\otimes B]=S\otimes[n,B]+\tfrac12[Z,S]\otimes B=(s+b)\,S\otimes B .$$

The two hypotheses `hS` and `hB` are these commutators with one term moved to the other side. The proof multiplies the Kronecker factors separately, substitutes the hypotheses, and lets `module` collect the coefficients.

```lean
/-- If `S` shifts `Z/2` by `s` and `B` shifts `n` by `b`, then the product of `S` and `B` shifts
the excitation number by `s + b`. -/
theorem excitation_shift {N : ℕ} {S : Matrix (Fin 2) (Fin 2) ℂ} {B : Matrix (Fin N) (Fin N) ℂ}
    {s b : ℂ} (hS : pauliZ * S = S * pauliZ + (2 * s) • S)
    (hB : number N * B = B * number N + b • B) :
    excitation N * (S ⊗ₖ B) - (S ⊗ₖ B) * excitation N = (s + b) • (S ⊗ₖ B) := by
  rw [excitation]
  simp only [add_mul, mul_add, Matrix.smul_mul, Matrix.mul_smul, ← Matrix.mul_kronecker_mul,
    one_mul, mul_one, hS, hB, Matrix.add_kronecker, Matrix.kronecker_add,
    Matrix.smul_kronecker, Matrix.kronecker_smul]
  module
```

## Two sign changes cancel in the parity

Write $F=a+a^\dagger$. It connects only neighbouring levels, whose parities are opposite, so

$$(\Pi F)_{ij}=(-1)^iF_{ij}=-(-1)^jF_{ij}=-(F\Pi)_{ij}.$$

When $i$ and $j$ are not neighbours, both sides vanish. These are the cases distinguished in the proof.

```lean
/-- The oscillator displacement `a + a†` anticommutes with `(-1)^n`. -/
theorem fieldParity_anticommutes (N : ℕ) :
    fieldParity N * (lower N + (lower N)ᴴ) = -((lower N + (lower N)ᴴ) * fieldParity N) := by
  ext i j
  rw [Matrix.neg_apply, fieldParity, Matrix.diagonal_mul, Matrix.mul_diagonal]
  by_cases h : (i : ℕ) + 1 = (j : ℕ)
  · rw [← h, pow_succ]; ring
  · by_cases h' : (j : ℕ) + 1 = (i : ℕ)
    · rw [← h', pow_succ]; ring
    · rw [Matrix.add_apply, Matrix.conjTranspose_apply, lower_eq_zero h, lower_eq_zero h',
        star_zero]
      ring
```

The spin supplies another sign, $ZX=-XZ$. Therefore

$$(Z\otimes\Pi)(X\otimes F)=(-XZ)\otimes(-F\Pi)=(X\otimes F)(Z\otimes\Pi).$$

The other two terms of $H$ are diagonal and commute with $P$. In the proof, `h1`, `h2` and `h3` treat the three terms in turn, and linearity gives $PH=HP$ for every $N$ and all real parameters.

```lean
/-- The Rabi Hamiltonian commutes with the total parity `Z (-1)^n`. -/
theorem parity_conserved (N : ℕ) (w D g : ℝ) :
    parity N * rabi N w D g = rabi N w D g * parity N := by
  have hn : fieldParity N * number N = number N * fieldParity N := by
    rw [fieldParity, number, Matrix.diagonal_mul_diagonal, Matrix.diagonal_mul_diagonal]
    congr 1
    funext k
    exact mul_comm _ _
  have hZX : pauliZ * pauliX = -(pauliX * pauliZ) := by
    ext i j
    fin_cases i <;> fin_cases j <;>
      simp [pauliZ, pauliX, Matrix.mul_apply, Fin.sum_univ_succ]
  have h1 : parity N * ((1 : Matrix (Fin 2) (Fin 2) ℂ) ⊗ₖ number N)
      = ((1 : Matrix (Fin 2) (Fin 2) ℂ) ⊗ₖ number N) * parity N := by
    rw [parity, ← Matrix.mul_kronecker_mul, ← Matrix.mul_kronecker_mul, mul_one, one_mul, hn]
  have h2 : parity N * (pauliZ ⊗ₖ (1 : Matrix (Fin N) (Fin N) ℂ))
      = (pauliZ ⊗ₖ (1 : Matrix (Fin N) (Fin N) ℂ)) * parity N := by
    rw [parity, ← Matrix.mul_kronecker_mul, ← Matrix.mul_kronecker_mul, mul_one, one_mul]
  -- the signs from the spin and from the oscillator cancel
  have h3 : parity N * (pauliX ⊗ₖ (lower N + (lower N)ᴴ))
      = (pauliX ⊗ₖ (lower N + (lower N)ᴴ)) * parity N := by
    rw [parity, ← Matrix.mul_kronecker_mul, ← Matrix.mul_kronecker_mul, hZX,
      fieldParity_anticommutes]
    ext ⟨i, k⟩ ⟨j, l⟩
    simp only [Matrix.kroneckerMap_apply, Matrix.neg_apply, neg_mul_neg]
  rw [rabi]
  simp only [mul_add, add_mul, Matrix.mul_smul, Matrix.smul_mul, h1, h2, h3]
```

Let $Pu=u$ and $Pv=-v$. Because $P$ is Hermitian and commutes with $H$,

$$u^\dagger Hv=(Pu)^\dagger Hv=u^\dagger PHv=u^\dagger HPv=-u^\dagger Hv,$$

so $u^\dagger Hv=0$. The vectors need not be normalised or be eigenvectors of $H$. In the code, `hP` is the Hermiticity of $P$, and the `calc` block follows the displayed chain.

With no coupling between the sectors, an even and an odd level of this finite, single-mode model can cross as a parameter varies. A numerical diagonalisation can also treat the two parity blocks separately.

```lean
/-- The Rabi Hamiltonian has no matrix element between an even and an odd state. -/
theorem opposite_parity_uncoupled (N : ℕ) (w D g : ℝ) (u v : Fin 2 × Fin N → ℂ)
    (hu : parity N *ᵥ u = u) (hv : parity N *ᵥ v = -v) :
    star u ⬝ᵥ (rabi N w D g *ᵥ v) = 0 := by
  have hP : (parity N)ᴴ = parity N := by
    ext ⟨i, k⟩ ⟨j, l⟩
    rw [Matrix.conjTranspose_apply]
    by_cases hkl : k = l
    · subst hkl
      fin_cases i <;> fin_cases j <;> simp [parity, pauliZ, fieldParity]
    · have hlk : l ≠ k := fun h => hkl h.symm
      simp [parity, fieldParity, Matrix.diagonal_apply_ne _ hkl, Matrix.diagonal_apply_ne _ hlk]
  have hu' : star u ᵥ* parity N = star u := by
    have h := congrArg star hu
    rwa [Matrix.star_mulVec, hP] at h
  -- moving the parity through the Hamiltonian flips the sign of the matrix element
  have key : star u ⬝ᵥ (rabi N w D g *ᵥ v) = -(star u ⬝ᵥ (rabi N w D g *ᵥ v)) := by
    calc star u ⬝ᵥ (rabi N w D g *ᵥ v)
        = (star u ᵥ* parity N) ⬝ᵥ (rabi N w D g *ᵥ v) := by rw [hu']
      _ = star u ⬝ᵥ (rabi N w D g *ᵥ (parity N *ᵥ v)) := by
          rw [← Matrix.dotProduct_mulVec, Matrix.mulVec_mulVec, Matrix.mulVec_mulVec,
            parity_conserved]
      _ = -(star u ⬝ᵥ (rabi N w D g *ᵥ v)) := by
          rw [hv, Matrix.mulVec_neg, dotProduct_neg]
  linear_combination key / 2
```

## The counter-rotating terms break excitation conservation

Each term of $H_{\rm JC}$ has total shift zero. For $n$ and $Z$ both individual shifts vanish; for $\sigma_+a$ they are $+1$ and $-1$; for $\sigma_-a^\dagger$ they are $-1$ and $+1$. Thus $[K,H_{\rm JC}]=0$ for every $g$. The proof applies the shift rule four times and adds the results with weights $w$, $D$, $g$ and $g$.

```lean
/-- The Jaynes-Cummings Hamiltonian conserves the excitation number at every coupling. -/
theorem jaynesCummings_conserves (N : ℕ) (w D g : ℝ) :
    excitation N * jaynesCummings N w D g - jaynesCummings N w D g * excitation N = 0 := by
  have h1 := excitation_shift (N := N) (S := 1) (B := number N) (s := 0) (b := 0)
    (by simp) (by simp)
  have h2 := excitation_shift (N := N) (S := pauliZ) (B := 1) (s := 0) (b := 0)
    (by simp) (by simp)
  have h3 := excitation_shift spin_ladder.1 (number_ladder N).1
  have h4 := excitation_shift spin_ladder.2 (number_ladder N).2
  rw [jaynesCummings]
  simp only [mul_add, add_mul, Matrix.mul_smul, Matrix.smul_mul]
  linear_combination (norm := module) (w : ℂ) • h1 + (D : ℂ) • h2 + (g : ℂ) • h3 + (g : ℂ) • h4
```

Substituting $X=\sigma_++\sigma_-$ into the Rabi coupling gives

$$H=H_{\rm JC}+g(\sigma_+a^\dagger+\sigma_-a).$$

The additional, counter-rotating terms create or remove a quantum in both subsystems at once, with shifts $+2$ and $-2$. Consequently

$$[K,H]=2g(\sigma_+a^\dagger-\sigma_-a).$$

The code establishes the decomposition as `hsplit`, then combines the vanishing Jaynes–Cummings commutator with the two new shifts.

```lean
/-- The commutator of `n + Z/2` with the Rabi Hamiltonian is `2g (σ₊ a† - σ₋ a)`. -/
theorem excitation_commutator (N : ℕ) (w D g : ℝ) :
    excitation N * rabi N w D g - rabi N w D g * excitation N
      = (2 * (g : ℂ)) • (spinRaise ⊗ₖ (lower N)ᴴ - spinLower ⊗ₖ lower N) := by
  have hX : pauliX = spinRaise + spinLower := by
    ext i j
    fin_cases i <;> fin_cases j <;> simp [pauliX, spinRaise, spinLower]
  -- split off the counter-rotating terms
  have hsplit : rabi N w D g = jaynesCummings N w D g
      + (g : ℂ) • (spinRaise ⊗ₖ (lower N)ᴴ + spinLower ⊗ₖ lower N) := by
    rw [rabi, jaynesCummings, hX]
    simp only [Matrix.add_kronecker, Matrix.kronecker_add]
    module
  have h0 := jaynesCummings_conserves N w D g
  have h1 := excitation_shift spin_ladder.1 (number_ladder N).2
  have h2 := excitation_shift spin_ladder.2 (number_ladder N).1
  rw [hsplit]
  simp only [mul_add, add_mul, Matrix.mul_smul, Matrix.smul_mul]
  linear_combination (norm := module) h0 + (g : ℂ) • h1 + (g : ℂ) • h2
```

If $K$ commutes with $H$, the right-hand side must vanish. Its element with row (up, 1) and column (down, 0) is $2g\sqrt1=2g$, so $g=0$. Conversely, $g=0$ makes the whole commutator zero.

The hypothesis `2 ≤ N` ensures that level 1 exists. For $N=1$ the truncated $a$ is zero, the coupling disappears, and $K$ is conserved whatever the value of $g$.

The final theorem joins the two symmetry statements: the first conjunct is $PH=HP$, and the second says that $KH=HK$ is equivalent to $g=0$. It covers each finite truncation with $N\ge2$; the untruncated oscillator, with its unbounded operators, is not treated. In the proof, `congrFun` extracts the matrix element used above, and `simpa` reduces it to $g=0$.

```lean
/-- With at least two oscillator levels, the Rabi Hamiltonian conserves the parity `Z (-1)^n`,
and it conserves the excitation number `n + Z/2` exactly when `g = 0`. -/
theorem rabi_symmetries (N : ℕ) (hN : 2 ≤ N) (w D g : ℝ) :
    parity N * rabi N w D g = rabi N w D g * parity N ∧
    (excitation N * rabi N w D g = rabi N w D g * excitation N ↔ g = 0) := by
  refine ⟨parity_conserved N w D g, ?_, ?_⟩
  · intro h
    have hc := excitation_commutator N w D g
    rw [h, sub_self] at hc
    -- matrix element between (down, 0) and (up, 1)
    have e := congrFun (congrFun hc (0, ⟨1, by omega⟩)) (1, ⟨0, by omega⟩)
    simpa [spinRaise, spinLower, lower, Matrix.kroneckerMap_apply] using e
  · intro h
    apply sub_eq_zero.mp
    rw [excitation_commutator, h]
    simp

end

end QuantumRabiSymmetry
```

```lean
#print axioms QuantumRabiSymmetry.opposite_parity_uncoupled
-- 'QuantumRabiSymmetry.opposite_parity_uncoupled' depends on axioms: [propext, Classical.choice, Quot.sound]
#print axioms QuantumRabiSymmetry.rabi_symmetries
-- 'QuantumRabiSymmetry.rabi_symmetries' depends on axioms: [propext, Classical.choice, Quot.sound]
```

## Two oscillator levels, with a crossing and a repulsion

Take $N=2$, $w=2$ and $g=3/4$, and leave $D$ free. The basis states have these properties:

| State | Diagonal energy | $P$ | $K$ |
|---|---:|---:|---:|
| (up, 0) | $D$ | $+1$ | $1/2$ |
| (down, 1) | $2-D$ | $+1$ | $1/2$ |
| (up, 1) | $2+D$ | $-1$ | $3/2$ |
| (down, 0) | $-D$ | $-1$ | $-1/2$ |

In the order of the table, the even and odd blocks are

$$H_{\rm even}=\begin{pmatrix}D&3/4\\3/4&2-D\end{pmatrix},\qquad
H_{\rm odd}=\begin{pmatrix}2+D&3/4\\3/4&-D\end{pmatrix}.$$

Their eigenvalues are

$$E_{\rm even}=1\pm\sqrt{(D-1)^2+\tfrac9{16}},\qquad
E_{\rm odd}=1\pm\sqrt{(D+1)^2+\tfrac9{16}}.$$

At $D=0$ the lower even and lower odd levels meet at $1-5/4=-1/4$. Their slopes there are $+4/5$ and $-4/5$, so they cross. Within the even block, the diagonal energies meet at $D=1$, but the eigenvalues stay apart by $2g=3/2$: this is level repulsion inside one symmetry sector.

The odd block mixes $K=3/2$ with $K=-1/2$. The corresponding element of $[K,H]$, with row (up, 1) and column (down, 0), is $(3/2+1/2)\cdot3/4=3/2$, in agreement with $2g$.
